# The π* weight of an orbital above the σ and π* levels in the three-orbital Blyholder model

The Blyholder model here is a real symmetric 3 × 3 Hamiltonian in the basis (σ, d, π*), where d couples to σ with strength u and to π* with strength w, and σ and π* are not coupled directly. The lemma `pi_weight_eq` takes a normalised eigenvector with energy L above the π* site energy p, which itself lies above the σ site energy s, and assumes w ≠ 0. It states that the squared π* amplitude is w² / ((L − p)²(1 + u²/(L − s)²) + w²), so the d site energy enters only through L. The proof puts the σ amplitude, written in terms of the d amplitude, into the normalisation condition, clears the denominator of the claimed weight, and combines the result with the π* row of the eigenvalue equation.

This version doesn't compile in Lean 4 with Mathlib:

```lean
import Mathlib

open Matrix

namespace BlyholderModel

noncomputable section

/-- The Blyholder Hamiltonian in the basis (σ, d, π*): site energies `s`, `x`, `p`,
σ-d coupling `u` and d-π* coupling `w`. -/
def hamiltonian (s p u w x : ℝ) : Matrix (Fin 3) (Fin 3) ℝ :=
  !![s, u, 0; u, x, w; 0, w, p]

/-- The closed expression for the π* weight of an orbital at energy `L`, for `L > p > s`
and `w ≠ 0`. -/
def piWeight (s p u w L : ℝ) : ℝ :=
  w ^ 2 / ((L - p) ^ 2 * (1 + u ^ 2 / (L - s) ^ 2) + w ^ 2)

variable {s p u w x L : ℝ} {v : Fin 3 → ℝ}

/-- The eigenvalue equation of the Blyholder Hamiltonian, written site by site. -/
theorem site_equations (hv : hamiltonian s p u w x *ᵥ v = L • v) :
    (L - s) * v 0 = u * v 1 ∧ (L - x) * v 1 = u * v 0 + w * v 2 ∧
      (L - p) * v 2 = w * v 1 := by
  have h0 := congrFun hv 0
  have h1 := congrFun hv 1
  have h2 := congrFun hv 2
  simp [hamiltonian, Matrix.mulVec, dotProduct, Fin.sum_univ_three] at h0 h1 h2
  exact ⟨by linarith, by linarith, by linarith⟩

/-- If `s < p`, then above `p` the σ and π* amplitudes of a normalised orbital are fixed by its d
amplitude, which is nonzero. -/
theorem amplitudes (hsp : s < p) (hL : p < L)
    (hv : hamiltonian s p u w x *ᵥ v = L • v) (hn : v ⬝ᵥ v = 1) :
    v 0 = u * v 1 / (L - s) ∧ v 2 = w * v 1 / (L - p) ∧ v 1 ≠ 0 := by
  obtain ⟨r0, -, r2⟩ := site_equations hv
  have ha : v 0 = u * v 1 / (L - s) := by
    rw [eq_div_iff (sub_pos.2 (hsp.trans hL)).ne']
    linarith
  have hb : v 2 = w * v 1 / (L - p) := by
    rw [eq_div_iff (sub_pos.2 hL).ne']
    linarith
  refine ⟨ha, hb, fun hd => ?_⟩
  rw [hd, mul_zero, zero_div] at ha hb
  simp only [dotProduct, Fin.sum_univ_three, ha, hb, hd] at hn
  norm_num at hn

/-- If `s < p` and `w ≠ 0`, the π* weight of a normalised orbital at energy `L` above `p` is
`piWeight`. -/
theorem pi_weight_eq (hsp : s < p) (hw : w ≠ 0) (hL : p < L)
    (hv : hamiltonian s p u w x *ᵥ v = L • v) (hn : v ⬝ᵥ v = 1) :
    v 2 ^ 2 = piWeight s p u w L := by
  have ha := (amplitudes hsp hL hv hn).1
  have r := (site_equations hv).2.2
  simp only [dotProduct, Fin.sum_univ_three] at hn
  rw [ha] at hn
  have hpos : 0 < (L - p) ^ 2 * (1 + u ^ 2 / (L - s) ^ 2) + w ^ 2 := by positivity
  rw [piWeight, eq_div_iff hpos.ne']
  linear_combination ((L - p) * v 2 + w * v 1) * (1 + u ^ 2 / (L - s) ^ 2) * r + w ^ 2 * hn

end

end BlyholderModel
```

Messages:

```
Main.lean:59:2: error: ring failed, ring expressions not equal
s p u w x L : ℝ
v : Fin 3 → ℝ
hsp : s < p
hw : w ≠ 0
hL : p < L
hv : hamiltonian s p u w x *ᵥ v = L • v
ha : v 0 = u * v 1 / (L - s)
r : (L - p) * v 2 = w * v 1
hn : u * v 1 / (L - s) * (u * v 1 / (L - s)) + v 1 * v 1 + v 2 * v 2 = 1
hpos : 0 < (L - p) ^ 2 * (1 + u ^ 2 / (L - s) ^ 2) + w ^ 2
⊢ u ^ 2 * (-(L * s * 2) + L ^ 2 + s ^ 2)⁻¹ * w ^ 2 * v 1 ^ 2 - u ^ 2 * w ^ 2 * v 1 ^ 2 * (L - s)⁻¹ ^ 2 = 0
```

The repair, with which the file compiles:

```diff
@@ -56,6 +56,6 @@
   rw [ha] at hn
   have hpos : 0 < (L - p) ^ 2 * (1 + u ^ 2 / (L - s) ^ 2) + w ^ 2 := by positivity
-  rw [piWeight, eq_div_iff hpos.ne']
-  linear_combination ((L - p) * v 2 + w * v 1) * (1 + u ^ 2 / (L - s) ^ 2) * r + w ^ 2 * hn
+  rw [piWeight, eq_div_iff hpos.ne', ← div_pow]
+  linear_combination ((L - p) * v 2 + w * v 1) * (1 + (u / (L - s)) ^ 2) * r + w ^ 2 * hn
 
 end
```

What went wrong. The message comes from `ring1`, which `linear_combination` calls to check the final identity. The two terms left in the goal are equal in mathematics, but one contains the inverse of the expanded square L² − 2Ls + s² and the other the square of `(L - s)⁻¹`. `ring1` multiplies out `(L - s) ^ 2` before inverting it, then treats the inverse of the resulting sum as an atom, unrelated to `(L - s)⁻¹`. The first form comes from `u ^ 2 / (L - s) ^ 2` in the coefficient of `r`, the second from `hn`, where the σ amplitude is divided by `L - s` and then squared.

The repair makes every term use the second form. Rewriting with `← div_pow` turns `u ^ 2 / (L - s) ^ 2` in the goal into `(u / (L - s)) ^ 2`, and the coefficient of `r` is changed to match. Only `(L - s)⁻¹` and its powers then appear, and the terms cancel. Both changes are needed, since the goal and the coefficient must agree with each other as well as with `hn`.
